# The sp(2W) one-body operators on fermion pairs commute with quasi-spin

Take one orbital that can hold a spin-up electron (mode $1$) and a spin-down electron (mode $\bar 1$). The operator $S_+ = a^\dagger_1 a^\dagger_{\bar 1}$ fills it with a pair. The spin flip $a^\dagger_1 a_{\bar 1}$ replaces $a^\dagger_{\bar 1}$ by $a^\dagger_1$ inside that product, so

$$[a^\dagger_1 a_{\bar 1},\, a^\dagger_1 a^\dagger_{\bar 1}] = a^\dagger_1 a^\dagger_1 = 0 .$$

The difference $n_1 - n_{\bar 1}$ of the occupation numbers also commutes with $S_+$, because a pair raises both numbers by one. With several orbitals, the terms that vanish here singly cancel in twos.

## Cancellation in the pair sums

Let $p, q, r, s$ label $W$ pairs of fermion modes, $p$ with partner $\bar p$. The quasi-spin operators are

$$S_+=\sum_r a^\dagger_r a^\dagger_{\bar r},\qquad S_-=\sum_r a_{\bar r}a_r,\qquad S_0=\tfrac12\sum_r (n_r+n_{\bar r}-1),$$

with $n_i = a^\dagger_i a_i$ for any mode $i$. They create pairs, remove pairs and count particles; they are unrelated to electron spin. The total quasi-spin is $S^2=S_+S_-+S_0^2-S_0$. Its eigenvalues $S(S+1)$ give the seniority $v = W-2S$, the number of particles not coupled into pairs by $S_+$. This differs in general from the number of singly occupied orbitals.

The claim is that all four operators commute with

$$E_{pq}=a^\dagger_p a_q-a^\dagger_{\bar q}a_{\bar p},\quad U_{pq}=a^\dagger_p a_{\bar q}+a^\dagger_q a_{\bar p},\quad D_{pq}=a^\dagger_{\bar p}a_q+a^\dagger_{\bar q}a_p .$$

This $E_{pq}$ is not the spin-summed excitation operator that quantum chemistry denotes by the same letter.

For arbitrary modes $i,j,k$, the anticommutation relations give

$$[a^\dagger_i a_j,a^\dagger_k]=a^\dagger_i\{a_j,a^\dagger_k\}-\{a^\dagger_i,a^\dagger_k\}a_j=\delta_{jk}a^\dagger_i,$$
$$[a^\dagger_i a_j,a_k]=a^\dagger_i\{a_j,a_k\}-\{a_k,a^\dagger_i\}a_j=-\delta_{ik}a_j .$$

The Leibniz rule $[x,yz]=[x,y]z+y[x,z]$ extends them to products. For $E_{pq}$,

$$[E_{pq},S_+]=\sum_r(\delta_{qr}a^\dagger_p a^\dagger_{\bar r}-\delta_{pr}a^\dagger_r a^\dagger_{\bar q})=a^\dagger_p a^\dagger_{\bar q}-a^\dagger_p a^\dagger_{\bar q}=0,$$
$$[E_{pq},S_-]=\sum_r(\delta_{qr}a_{\bar p}a_r-\delta_{pr}a_{\bar r}a_q)=a_{\bar p}a_q-a_{\bar p}a_q=0 .$$

For the other two families the remaining terms cancel by anticommutation:

$$[U_{pq},S_+]=\sum_r a^\dagger_r(\delta_{qr}a^\dagger_p+\delta_{pr}a^\dagger_q)=a^\dagger_q a^\dagger_p+a^\dagger_p a^\dagger_q=0,$$
$$[U_{pq},S_-]=-\sum_r a_{\bar r}(\delta_{pr}a_{\bar q}+\delta_{qr}a_{\bar p})=-(a_{\bar p}a_{\bar q}+a_{\bar q}a_{\bar p})=0,$$
$$[D_{pq},S_+]=\sum_r(\delta_{qr}a^\dagger_{\bar p}+\delta_{pr}a^\dagger_{\bar q})a^\dagger_{\bar r}=a^\dagger_{\bar p}a^\dagger_{\bar q}+a^\dagger_{\bar q}a^\dagger_{\bar p}=0,$$
$$[D_{pq},S_-]=-\sum_r(\delta_{pr}a_q+\delta_{qr}a_p)a_r=-(a_qa_p+a_pa_q)=0 .$$

For $S_0$, every one-body operator conserves particle number:

$$\sum_k[a^\dagger_i a_j,n_k]=\sum_k(\delta_{jk}a^\dagger_i a_k-\delta_{ik}a^\dagger_k a_j)=a^\dagger_i a_j-a^\dagger_i a_j=0,$$

where $k$ runs over all modes, and the constant in $S_0$ commutes with everything. The Leibniz rule then gives $[X,S^2]=0$ for each generator $X$.

## Commutators among the generators

The same rules give, for a further mode $l$,

$$[a^\dagger_i a_j,a^\dagger_k a_l]=\delta_{jk}a^\dagger_i a_l-\delta_{il}a^\dagger_k a_j .$$

In $[E_{pq},E_{rs}]$ the products that mix barred and unbarred modes drop out, which leaves

$$\delta_{qr}(a^\dagger_p a_s-a^\dagger_{\bar s}a_{\bar p})-\delta_{ps}(a^\dagger_r a_q-a^\dagger_{\bar q}a_{\bar r})=\delta_{qr}E_{ps}-\delta_{ps}E_{rq}.$$

Collecting the terms with equal deltas in the same way,

$$\begin{aligned}
[E_{pq},U_{rs}]&=\delta_{qr}(a^\dagger_p a_{\bar s}+a^\dagger_s a_{\bar p})+\delta_{qs}(a^\dagger_p a_{\bar r}+a^\dagger_r a_{\bar p})\\&=\delta_{qr}U_{ps}+\delta_{qs}U_{pr},\\
[E_{pq},D_{rs}]&=-\delta_{ps}(a^\dagger_{\bar r}a_q+a^\dagger_{\bar q}a_r)-\delta_{pr}(a^\dagger_{\bar s}a_q+a^\dagger_{\bar q}a_s)\\&=-\delta_{ps}D_{rq}-\delta_{pr}D_{sq},\\
[U_{pq},D_{rs}]&=\delta_{qr}(a^\dagger_p a_s-a^\dagger_{\bar s}a_{\bar p})+\delta_{qs}(a^\dagger_p a_r-a^\dagger_{\bar r}a_{\bar p})\\&\quad+\delta_{pr}(a^\dagger_q a_s-a^\dagger_{\bar s}a_{\bar q})+\delta_{ps}(a^\dagger_q a_r-a^\dagger_{\bar r}a_{\bar q})\\&=\delta_{qr}E_{ps}+\delta_{qs}E_{pr}+\delta_{pr}E_{qs}+\delta_{ps}E_{qr}.
\end{aligned}$$

Two $U$ operators commute, since each annihilates only barred modes and creates only unbarred ones. Two $D$ operators commute for the mirrored reason.

## Modes, ladder operators and quasi-spin in Lean

The ladder operators live in an arbitrary associative complex algebra `A`. The type `P` labels the pairs, and `M` labels modes in general.

```lean
import Mathlib

open Finset

noncomputable section

namespace QuasiSpinSymplectic

variable {M P A : Type*} [DecidableEq M] [DecidableEq P] [Ring A] [Algebra ℂ A]

/-- The Kronecker delta as a complex number. -/
def delta (i j : M) : ℂ := if i = j then 1 else 0

/-- The commutator `[x, y] = x y - y x`. -/
def comm (x y : A) : A := x * y - y * x
```

The physics enters through `IsCAR`, which postulates the anticommutation relations: exchange antisymmetry and at most one fermion per mode. The name `ad` stands for $a^\dagger$, not for the adjoint action of a Lie algebra. No inner product is present, so `ad i` is tied to `a i` by these relations alone.

```lean
/-- The canonical anticommutation relations for annihilators `a i` and creators `ad i`,
where `i` runs over the fermion modes. -/
structure IsCAR (a ad : M → A) : Prop where
  annihilate : ∀ i j, a i * a j + a j * a i = 0
  create : ∀ i j, ad i * ad j + ad j * ad i = 0
  mixed : ∀ i j, a i * ad j + ad j * a i = delta i j • (1 : A)
```

A mode is an element of `P × Bool`: `(p, false)` is $p$ and `(p, true)` is $\bar p$. The definitions fix the order of the factors, and thereby the phase, of each pair. `Fintype P` makes the number of pairs finite.

```lean
/-- The pair creator `S₊ = ∑ a†_p a†_pbar`; the mode `p` is `(p, false)` and its partner
`pbar` is `(p, true)`. -/
def Splus [Fintype P] (ad : P × Bool → A) : A := ∑ p, ad (p, false) * ad (p, true)

/-- The pair annihilator `S₋ = ∑ a_pbar a_p`. -/
def Sminus [Fintype P] (a : P × Bool → A) : A := ∑ p, a (p, true) * a (p, false)

/-- The third quasi-spin component `S₀ = ½ ∑ (n_p + n_pbar - 1)`. -/
def Szero [Fintype P] (a ad : P × Bool → A) : A :=
  (1 / 2 : ℂ) • ∑ p, (ad (p, false) * a (p, false) + ad (p, true) * a (p, true) - 1)
```

The total quasi-spin is defined by the formula used above. The angular-momentum relations among its components justify the name, but no proof below needs them.

```lean
/-- The total quasi-spin `S² = S₊ S₋ + S₀² - S₀`. -/
def Ssq [Fintype P] (a ad : P × Bool → A) : A :=
  Splus ad * Sminus a + Szero a ad * Szero a ad - Szero a ad
```

The three families $E$, $U$ and $D$ are `genE`, `genU` and `genD`.

```lean
/-- The one-body operator `a†_p a_q - a†_qbar a_pbar`. -/
def genE (a ad : P × Bool → A) (p q : P) : A :=
  ad (p, false) * a (q, false) - ad (q, true) * a (p, true)

/-- The one-body operator `a†_p a_qbar + a†_q a_pbar`. -/
def genU (a ad : P × Bool → A) (p q : P) : A :=
  ad (p, false) * a (q, true) + ad (q, false) * a (p, true)

/-- The one-body operator `a†_pbar a_q + a†_qbar a_p`. -/
def genD (a ad : P × Bool → A) (p q : P) : A :=
  ad (p, true) * a (q, false) + ad (q, true) * a (p, false)
```

## Rules for deltas and commutators

The first lemma reduces deltas between modes to deltas between pairs, and the second collapses a sum over $r$.

```lean
/-- Two modes coincide exactly when they belong to the same pair and are the same partner. -/
theorem delta_mode (p q : P) :
    delta (p, false) (q, false) = delta p q ∧ delta (p, true) (q, true) = delta p q ∧
    delta (p, false) (q, true) = 0 ∧ delta (p, true) (q, false) = 0 := by
  by_cases h : p = q <;> simp [delta, h]

/-- A Kronecker delta collapses a sum over pairs to one term. -/
theorem sum_delta [Fintype P] (q : P) (f : P → A) : ∑ r, delta q r • f r = f q := by
  simp [delta]
```

Next come linearity, the Leibniz rule and the commutator with a finite sum.

```lean
/-- The commutator is additive in its first argument and linear in its second, respects subtraction
in both, and vanishes when the second argument is the identity. -/
theorem comm_linear :
    (∀ x y z : A, comm (x + y) z = comm x z + comm y z) ∧
    (∀ x y z : A, comm (x - y) z = comm x z - comm y z) ∧
    (∀ x y z : A, comm x (y + z) = comm x y + comm x z) ∧
    (∀ x y z : A, comm x (y - z) = comm x y - comm x z) ∧
    (∀ (t : ℂ) (x y : A), comm x (t • y) = t • comm x y) ∧
    (∀ x : A, comm x 1 = 0) := by
  refine ⟨fun x y z => ?_, fun x y z => ?_, fun x y z => ?_, fun x y z => ?_,
    fun t x y => ?_, fun x => ?_⟩
  · rw [comm, comm, comm, add_mul, mul_add]; abel
  · rw [comm, comm, comm, sub_mul, mul_sub]; abel
  · rw [comm, comm, comm, add_mul, mul_add]; abel
  · rw [comm, comm, comm, sub_mul, mul_sub]; abel
  · rw [comm, comm, mul_smul_comm, smul_mul_assoc, smul_sub]
  · rw [comm, mul_one, one_mul, sub_self]

omit [Algebra ℂ A] in
/-- The Leibniz rule: a commutator acts on a product one factor at a time. -/
theorem comm_mul (x y z : A) : comm x (y * z) = comm x y * z + y * comm x z := by
  simp only [comm]
  noncomm_ring

omit [DecidableEq P] [Algebra ℂ A] in
/-- The commutator with a sum over pairs is the sum of the commutators. -/
theorem comm_sum [Fintype P] (x : A) (f : P → A) : comm x (∑ r, f r) = ∑ r, comm x (f r) := by
  simp only [comm, mul_sum, sum_mul, sum_sub_distrib]
```

The two single-operator commutators follow the derivation line by line. In each `calc` block, the first step regroups the products into anticommutators and the second evaluates them with `IsCAR`.

```lean
/-- For fermions, `[a†_i a_j, a†_k] = δ_jk a†_i`. -/
theorem IsCAR.comm_create {a ad : M → A} (h : IsCAR a ad) (i j k : M) :
    comm (ad i * a j) (ad k) = delta j k • ad i := by
  calc comm (ad i * a j) (ad k)
      = ad i * (a j * ad k + ad k * a j) - (ad i * ad k + ad k * ad i) * a j := by
        rw [comm]
        noncomm_ring
    _ = delta j k • ad i := by
        rw [h.mixed, h.create, mul_smul_comm, mul_one, zero_mul, sub_zero]

/-- For fermions, `[a†_i a_j, a_k] = -δ_ik a_j`. -/
theorem IsCAR.comm_annihilate {a ad : M → A} (h : IsCAR a ad) (i j k : M) :
    comm (ad i * a j) (a k) = -(delta i k • a j) := by
  have hd : delta k i = delta i k := by simp [delta, eq_comm]
  calc comm (ad i * a j) (a k)
      = ad i * (a j * a k + a k * a j) - (a k * ad i + ad i * a k) * a j := by
        rw [comm]
        noncomm_ring
    _ = -(delta i k • a j) := by
        rw [h.mixed, h.annihilate, hd, smul_mul_assoc, one_mul, mul_zero, zero_sub]
```

## Conservation of all four quasi-spin operators

The theorem takes any pair labels `p` and `q`, equal or not, and any `X` among the three generators. It states that `X` commutes with $S_+$, $S_-$, $S_0$ and $S^2$.

The case split produces nine goals, three generators against three quasi-spin components. The `simp only` call applies the Leibniz rule and collapses the sums. Five goals then close with `module`, which cancels equal terms. The other four are the anticommutation cases for $U$ and $D$, where `linear_combination` supplies the required relation. The statement for $S^2$ follows from the other three.

```lean
/-- For fermion pairs, the one-body operators `a†_p a_q - a†_qbar a_pbar`,
`a†_p a_qbar + a†_q a_pbar` and `a†_pbar a_q + a†_qbar a_p` commute with all three
quasi-spin operators, and with the total quasi-spin `S²`. -/
theorem generators_conserve_quasispin [Fintype P] {a ad : P × Bool → A} (h : IsCAR a ad)
    (p q : P) (X : A) (hX : X ∈ ({genE a ad p q, genU a ad p q, genD a ad p q} : Set A)) :
    comm X (Splus ad) = 0 ∧ comm X (Sminus a) = 0 ∧ comm X (Szero a ad) = 0 ∧
    comm X (Ssq a ad) = 0 := by
  have key : comm X (Splus ad) = 0 ∧ comm X (Sminus a) = 0 ∧ comm X (Szero a ad) = 0 := by
    -- expand by the Leibniz rule and collapse the sums over pairs
    rcases hX with rfl | rfl | rfl <;> refine ⟨?_, ?_, ?_⟩ <;>
      simp only [genE, genU, genD, Splus, Sminus, Szero, comm_linear, comm_sum, comm_mul,
        h.comm_create, h.comm_annihilate, delta_mode, zero_smul, neg_zero, zero_mul,
        mul_zero, add_zero, zero_add, sub_zero, zero_sub, neg_mul, mul_neg, smul_mul_assoc,
        mul_smul_comm, add_mul, mul_add, sum_add_distrib, sum_sub_distrib,
        sum_neg_distrib, sum_const_zero, sum_delta]
    · module
    · module
    · module
    -- for `U` and `D` with `S₊` and `S₋`, the two remaining products cancel by anticommutation
    · linear_combination (norm := module) h.create (p, false) (q, false)
    · linear_combination (norm := module) -h.annihilate (p, true) (q, true)
    · module
    · linear_combination (norm := module) h.create (p, true) (q, true)
    · linear_combination (norm := module) -h.annihilate (p, false) (q, false)
    · module
  obtain ⟨hp, hm, h0⟩ := key
  refine ⟨hp, hm, h0, ?_⟩
  simp only [Ssq, comm_linear, comm_mul, hp, hm, h0, zero_mul, mul_zero, add_zero, sub_zero]
```

For electronic structure, this means that rotating a finite set of $W$ real orbitals among themselves preserves quasi-spin, provided $S_+$ sums over all of them. The rotation generator $\sum_{pq}\kappa_{pq}(a^\dagger_p a_q+a^\dagger_{\bar p}a_{\bar q})$ with antisymmetric $\kappa$ equals $\sum_{pq}\kappa_{pq}E_{pq}$.

Applying the theorem to a given Hamiltonian requires one further step, which is to express that Hamiltonian through the generators. Spin-independent hopping with nonzero real symmetric amplitudes fails this: its two spin parts add where those of $E_{pq}$ subtract.

## The symplectic relations

The next theorem lists the six commutators for all labels, and finiteness of `P` is not required. It establishes closure with the stated structure constants, which for $W$ pairs are those of the symplectic algebra sp(2W); linear independence of the generators and an isomorphism with a matrix algebra are separate questions. The proof expands every product with the single-operator commutators, and `module` collects the terms.

```lean
/-- For fermion pairs, the commutators of the three families of one-body operators are the linear
combinations of the same families listed here. -/
theorem symplectic_relations {a ad : P × Bool → A} (h : IsCAR a ad) (p q r s : P) :
    comm (genE a ad p q) (genE a ad r s)
      = delta q r • genE a ad p s - delta p s • genE a ad r q ∧
    comm (genE a ad p q) (genU a ad r s)
      = delta q r • genU a ad p s + delta q s • genU a ad p r ∧
    comm (genE a ad p q) (genD a ad r s)
      = -(delta p s • genD a ad r q) - delta p r • genD a ad s q ∧
    comm (genU a ad p q) (genD a ad r s)
      = delta q r • genE a ad p s + delta q s • genE a ad p r
        + delta p r • genE a ad q s + delta p s • genE a ad q r ∧
    comm (genU a ad p q) (genU a ad r s) = 0 ∧
    comm (genD a ad p q) (genD a ad r s) = 0 := by
  refine ⟨?_, ?_, ?_, ?_, ?_, ?_⟩ <;>
    simp only [genE, genU, genD, comm_linear, comm_mul, h.comm_create, h.comm_annihilate,
      delta_mode, zero_smul, neg_zero, zero_mul, mul_zero, mul_neg,
      smul_mul_assoc, mul_smul_comm, add_mul, mul_add, sub_mul, mul_sub] <;>
    module
```

## A Fock space that satisfies the relations

The postulated relations hold in a concrete model. For finitely many modes, the exterior algebra on the mode vectors is the usual fermionic Fock space, without its inner product. Creation multiplies from the left by a mode vector, and annihilation contracts with the matching coordinate.

```lean
/-- The exterior algebra on `M → ℂ`, which for finitely many modes is fermionic Fock space without
its inner product. It is written as the Clifford algebra of the zero quadratic form. -/
abbrev Fock (M : Type*) := CliffordAlgebra (0 : QuadraticForm ℂ (M → ℂ))

/-- Creation in mode `i`: exterior multiplication by the mode vector. -/
def fockCreate (i : M) : Module.End ℂ (Fock M) :=
  LinearMap.mulLeft ℂ (CliffordAlgebra.ι 0 (Pi.single i 1))

omit [DecidableEq M] in
/-- Annihilation in mode `i`: contraction with the coordinate of that mode. -/
def fockAnnihilate (i : M) : Module.End ℂ (Fock M) :=
  CliffordAlgebra.contractLeft (LinearMap.proj i)
```

The three parts of the proof use that contractions anticommute, that vectors anticommute when the quadratic form is zero, and that contraction obeys a signed product rule. The last of these produces the delta.

```lean
/-- The operators `fockAnnihilate` and `fockCreate` on `Fock M` satisfy the canonical
anticommutation relations. -/
theorem isCAR_witness : IsCAR (fockAnnihilate (M := M)) fockCreate := by
  refine ⟨fun i j => LinearMap.ext fun x => ?_, fun i j => LinearMap.ext fun x => ?_,
    fun i j => LinearMap.ext fun x => ?_⟩
  · change CliffordAlgebra.contractLeft (LinearMap.proj i)
        (CliffordAlgebra.contractLeft (LinearMap.proj j) x)
      + CliffordAlgebra.contractLeft (LinearMap.proj j)
        (CliffordAlgebra.contractLeft (LinearMap.proj i) x) = 0
    rw [CliffordAlgebra.contractLeft_comm, neg_add_cancel]
  · change CliffordAlgebra.ι 0 (Pi.single i 1) * (CliffordAlgebra.ι 0 (Pi.single j 1) * x)
      + CliffordAlgebra.ι 0 (Pi.single j 1) * (CliffordAlgebra.ι 0 (Pi.single i 1) * x) = 0
    rw [← mul_assoc, ← mul_assoc, ← add_mul, CliffordAlgebra.ι_mul_ι_add_swap]
    simp [QuadraticMap.polar]
  · change CliffordAlgebra.contractLeft (LinearMap.proj i)
        (CliffordAlgebra.ι 0 (Pi.single j 1) * x)
      + CliffordAlgebra.ι 0 (Pi.single j 1)
        * CliffordAlgebra.contractLeft (LinearMap.proj i) x = delta i j • x
    rw [CliffordAlgebra.contractLeft_ι_mul, sub_add_cancel]
    simp [delta, Pi.single_apply]

end QuasiSpinSymplectic
```

```lean
#print axioms QuasiSpinSymplectic.generators_conserve_quasispin
#print axioms QuasiSpinSymplectic.symplectic_relations
```

```
'QuasiSpinSymplectic.generators_conserve_quasispin' depends on axioms: [propext, Classical.choice, Quot.sound]
'QuasiSpinSymplectic.symplectic_relations' depends on axioms: [propext, Classical.choice, Quot.sound]
```

## Interactions built from generators, and a matrix version

The Leibniz argument also gives a neighbouring result: sums of products of the generators commute with quasi-spin. A two-body interaction composed of terms such as $E_{pq}E_{rs}$ therefore conserves seniority as well.

The three families could also have been modelled together, as operators $\sum_{ij}X_{ij}a^\dagger_i a_j$ with a complex matrix $X$ satisfying $XJ+JX^{\mathsf T}=0$. Here $J$ is the antisymmetric matrix with $J_{r\bar r}=1=-J_{\bar r r}$ and all other entries zero. That version would treat the symplectic algebra as a whole and make its link to matrices explicit, while the individual generators would have to be recovered by choosing particular $X$.
